# The Legendre projection of a plane wave is $2i^l j_l(x)$

For every natural number $l$ and every real $x$,

$$\int_{-1}^{1} P_l(u)\,e^{ixu}\,du=\frac{(ix)^l}{2^l\,l!}\int_{-1}^{1}(1-u^2)^l e^{ixu}\,du = 2\,i^l j_l(x),$$

where $P_l$ is the Legendre polynomial given by the Rodrigues formula and $j_l$ is the spherical Bessel function, defined here by its Poisson integral.

In a two-centre overlap evaluated in momentum space, the displacement $\mathbf R$ between the centres enters through $e^{i\mathbf k\cdot\mathbf R}$. With $x=kR$ and $u$ the cosine of the angle between $\mathbf k$ and $\mathbf R$, the identity gives, up to the azimuthal factor $2\pi$, the integral of $P_l(u)\,e^{i\mathbf k\cdot\mathbf R}$ over the directions of $\mathbf k$. The coupling of the two orbitals' angular momenta to $l$, the radial integral over $k$ and the sum over $l$ are not treated.

```lean
import Mathlib

open Polynomial MeasureTheory

namespace LegendrePlaneWave

noncomputable section
```

## Polynomial, plane wave and kernel

The Rodrigues formula reads

$$P_l(u)=\frac{1}{2^l\,l!}\frac{d^l}{du^l}(u^2-1)^l .$$

In Lean, `iteratedDeriv` is the analytic derivative of a real function, taken $l$ times. The prefactor is the conventional one, for which $P_l(1)=1$.

```lean
/-- The Legendre polynomial `P_l(u)`, given by the Rodrigues formula. -/
def legendreP (l : ℕ) (u : ℝ) : ℝ :=
  1 / (2 ^ l * (l.factorial : ℝ)) * iteratedDeriv l (fun v : ℝ => (v ^ 2 - 1) ^ l) u
```

The plane wave is complex-valued, with real $x$ and $u$.

```lean
/-- The plane wave `exp(ixu)`, for real `x` and `u`. -/
def planeWave (x u : ℝ) : ℂ := Complex.exp (Complex.I * x * u)
```

The partial-wave factor is the integral over $u$ alone, without the $2\pi$ from the azimuthal angle and without the weight $(2l+1)/2$ of a Legendre expansion.

```lean
/-- The partial-wave factor: the projection of the plane wave on `P_l`. -/
def partialWave (l : ℕ) (x : ℝ) : ℂ :=
  ∫ u in (-1 : ℝ)..1, (legendreP l u : ℂ) * planeWave x u
```

For the kernel, let

$$I_l(x)=\int_{-1}^{1}(1-u^2)^l\cos(xu)\,du,\qquad j_l(x)=\frac{x^l}{2^{l+1}\,l!}\,I_l(x).$$

Both are real, and no power of $x$ stands in a denominator, so $x=0$ needs no separate treatment. For $l=0$ the factor $x^l$ is 1 even at $x=0$, which gives $j_0(0)=1$.

```lean
/-- The Poisson integral of `(1 - u²)^l cos(xu)` over `[-1, 1]`. -/
def poissonIntegral (l : ℕ) (x : ℝ) : ℝ :=
  ∫ u in (-1 : ℝ)..1, (1 - u ^ 2) ^ l * Real.cos (x * u)

/-- The spherical Bessel function `j_l(x)` in its Poisson representation. -/
def sphBessel (l : ℕ) (x : ℝ) : ℝ :=
  x ^ l / (2 ^ (l + 1) * (l.factorial : ℝ)) * poissonIntegral l x
```

## Derivatives that vanish at the end points

Since $(u^2-1)^l$ is a polynomial, its derivatives can be computed algebraically. The first lemma identifies the analytic derivative with Mathlib's formal one, `derivative^[k]`, by induction on the order $k$.

```lean
/-- The iterated derivative of a polynomial function is the function of the iterated
polynomial derivative. -/
theorem iteratedDeriv_eval (p : ℝ[X]) (k : ℕ) :
    iteratedDeriv k (fun u => p.eval u) = fun u => (derivative^[k] p).eval u := by
  induction k with
  | zero => simp [iteratedDeriv_zero]
  | succ k ih =>
    rw [iteratedDeriv_succ, ih]
    funext u
    rw [Polynomial.deriv, Function.iterate_succ_apply']
```

Each differentiation removes at most one factor of $u^2-1$. Precisely, for all $k$ and $m$ there is a polynomial $q$ with

$$\frac{d^k}{du^k}(u^2-1)^{m+k}=(u^2-1)^m q(u).$$

For $k=0$ take $q=1$. If the claim holds for $k$, apply it with $m+1$ in place of $m$ and differentiate once more:

$$\frac{d}{du}\left[(u^2-1)^{m+1}q\right]=(u^2-1)^m\left[(m+1)\,2u\,q+(u^2-1)\,q'\right].$$

The bracket is the new $q$, and it is the polynomial supplied to `refine` below. Setting $m=l-k$, which is positive when $k<l$, shows that the $k$-th derivative of $(u^2-1)^l$ vanishes wherever $u^2=1$.

```lean
/-- Derivatives of `(u² - 1)^l` of order below `l` vanish at the end points `u = ±1`. -/
theorem rodrigues_boundary {k l : ℕ} (h : k < l) {u : ℝ} (hu : u ^ 2 = 1) :
    (derivative^[k] ((X ^ 2 - 1 : ℝ[X]) ^ l)).eval u = 0 := by
  -- each derivative removes at most one factor of the base
  have fac : ∀ k m : ℕ, ∃ q : ℝ[X],
      derivative^[k] ((X ^ 2 - 1 : ℝ[X]) ^ (m + k)) = (X ^ 2 - 1) ^ m * q := by
    intro k
    induction k with
    | zero => exact fun m => ⟨1, by simp⟩
    | succ k ih =>
      intro m
      obtain ⟨q, hq⟩ := ih (m + 1)
      refine ⟨C ((m : ℝ) + 1) * derivative (X ^ 2 - 1) * q
        + (X ^ 2 - 1) * derivative q, ?_⟩
      rw [Function.iterate_succ_apply', show m + (k + 1) = m + 1 + k by omega, hq,
        derivative_mul, derivative_pow_succ]
      ring
  obtain ⟨q, hq⟩ := fac k (l - k)
  rw [Nat.sub_add_cancel h.le] at hq
  rw [hq, eval_mul, eval_pow, show (X ^ 2 - 1 : ℝ[X]).eval u = 0 by simp [hu],
    zero_pow (Nat.sub_ne_zero_of_lt h), zero_mul]
```

## One integration by parts

The plane wave reproduces itself under differentiation:

$$\frac{d}{du}e^{ixu}=ix\,e^{ixu}.$$

```lean
/-- Differentiating the plane wave in `u` multiplies it by `ix`. -/
theorem hasDerivAt_planeWave (x u : ℝ) :
    HasDerivAt (planeWave x) (Complex.I * x * planeWave x u) u := by
  have h0 : HasDerivAt (fun v : ℝ => (v : ℂ)) 1 u := by
    simpa using (hasDerivAt_id u).ofReal_comp
  have h := (h0.const_mul (Complex.I * x)).cexp
  exact h.congr_deriv (by unfold planeWave; ring)
```

For a polynomial $p$, the product rule gives

$$\frac{d}{du}\left[p\,e^{ixu}\right]=p'\,e^{ixu}+ix\,p\,e^{ixu}.$$

Integrate from $-1$ to $1$. If $p(1)=p(-1)=0$, the left side contributes nothing, and

$$\int_{-1}^{1}p'\,e^{ixu}\,du=-ix\int_{-1}^{1}p\,e^{ixu}\,du .$$

Neither end-point condition can be dropped. Take $x=0$. The polynomial $p(u)=u+1$ vanishes at $-1$ but not at $1$, and $p(u)=u-1$ vanishes at $1$ but not at $-1$; in both cases the left side is $2$ while the right side is $0$.

In the proof, `hF` is the product rule, `key` is its integrated form, and the last line solves `key` for the wanted integral.

```lean
/-- For a polynomial vanishing at `u = ±1`, integration by parts against the plane wave
trades one derivative for a factor `-ix`. -/
theorem integral_derivative_planeWave (p : ℝ[X]) (x : ℝ)
    (h1 : p.eval 1 = 0) (h2 : p.eval (-1) = 0) :
    ∫ u in (-1 : ℝ)..1, (((derivative p).eval u : ℝ) : ℂ) * planeWave x u =
      -(Complex.I * x) * ∫ u in (-1 : ℝ)..1, ((p.eval u : ℝ) : ℂ) * planeWave x u := by
  have hc : Continuous (planeWave x) :=
    continuous_iff_continuousAt.2 fun u => (hasDerivAt_planeWave x u).continuousAt
  have hi : ∀ q : ℝ[X], IntervalIntegrable
      (fun u : ℝ => ((q.eval u : ℝ) : ℂ) * planeWave x u) volume (-1) 1 := fun q =>
    ((Complex.continuous_ofReal.comp q.continuous).mul hc).intervalIntegrable _ _
  have hF : ∀ u ∈ Set.uIcc (-1 : ℝ) 1,
      HasDerivAt (fun v : ℝ => ((p.eval v : ℝ) : ℂ) * planeWave x v)
        ((((derivative p).eval u : ℝ) : ℂ) * planeWave x u
          + Complex.I * x * (((p.eval u : ℝ) : ℂ) * planeWave x u)) u := fun u _ =>
    ((p.hasDerivAt u).ofReal_comp.fun_mul (hasDerivAt_planeWave x u)).congr_deriv (by ring)
  have key := intervalIntegral.integral_eq_sub_of_hasDerivAt hF
    ((hi (derivative p)).add ((hi p).const_mul (Complex.I * x)))
  rw [intervalIntegral.integral_add (hi _) ((hi p).const_mul _),
    intervalIntegral.integral_const_mul] at key
  simp only [h1, h2, Complex.ofReal_zero, zero_mul, sub_zero] at key
  linear_combination key
```

## Moving all $l$ derivatives

Apply the previous step repeatedly to $(u^2-1)^l$. Going from $k$ to $k+1$ uses $p=\frac{d^k}{du^k}(u^2-1)^l$ with $k<l$, which vanishes at both end points. Hence, for $k\le l$,

$$\int_{-1}^{1}\frac{d^k}{du^k}(u^2-1)^l\,e^{ixu}\,du=(-ix)^k\int_{-1}^{1}(u^2-1)^l e^{ixu}\,du .$$

At $k=l$, write $(u^2-1)^l=(-1)^l(1-u^2)^l$. The signs combine as $(-ix)^l(-1)^l=(ix)^l$, and the Rodrigues prefactor gives

$$\int_{-1}^{1}P_l(u)\,e^{ixu}\,du=\frac{(ix)^l}{2^l\,l!}\int_{-1}^{1}(1-u^2)^l e^{ixu}\,du .$$

The induction is `step`; `hP` inserts the Rodrigues formula, `hW` reverses the sign of the base, and `hs` combines the signs. For $l=0$ no derivative is moved and the two sides coincide.

```lean
/-- The partial-wave factor equals `(ix)^l / (2^l l!)` times the integral of
`(1 - u²)^l exp(ixu)` over `[-1, 1]`. -/
theorem partialWave_eq (l : ℕ) (x : ℝ) :
    partialWave l x = (Complex.I * x) ^ l / (2 ^ l * (l.factorial : ℂ)) *
      ∫ u in (-1 : ℝ)..1, (((1 - u ^ 2) ^ l : ℝ) : ℂ) * planeWave x u := by
  -- move k derivatives onto the plane wave
  have step : ∀ k, k ≤ l →
      ∫ u in (-1 : ℝ)..1,
        (((derivative^[k] ((X ^ 2 - 1 : ℝ[X]) ^ l)).eval u : ℝ) : ℂ) * planeWave x u =
      (-(Complex.I * x)) ^ k * ∫ u in (-1 : ℝ)..1,
        ((((X ^ 2 - 1 : ℝ[X]) ^ l).eval u : ℝ) : ℂ) * planeWave x u := by
    intro k
    induction k with
    | zero => intro _; simp only [Function.iterate_zero, id_eq, pow_zero, one_mul]
    | succ k ih =>
      intro hk
      simp only [Function.iterate_succ_apply']
      rw [integral_derivative_planeWave _ x (rodrigues_boundary (by omega) (by norm_num))
        (rodrigues_boundary (by omega) (by norm_num)), ih (by omega), pow_succ]
      ring
  have hfun : (fun v : ℝ => (v ^ 2 - 1) ^ l) =
      fun v => ((X ^ 2 - 1 : ℝ[X]) ^ l).eval v := by
    funext v; simp
  have hP : ∀ u : ℝ, (legendreP l u : ℂ) * planeWave x u =
      1 / (2 ^ l * (l.factorial : ℂ)) *
        ((((derivative^[l] ((X ^ 2 - 1 : ℝ[X]) ^ l)).eval u : ℝ) : ℂ) * planeWave x u) := by
    intro u
    rw [legendreP, hfun, iteratedDeriv_eval]
    push_cast
    ring
  have hW : ∀ u : ℝ, ((((X ^ 2 - 1 : ℝ[X]) ^ l).eval u : ℝ) : ℂ) * planeWave x u =
      (-1) ^ l * ((((1 - u ^ 2) ^ l : ℝ) : ℂ) * planeWave x u) := by
    intro u
    have h : ((X ^ 2 - 1 : ℝ[X]) ^ l).eval u = (-1) ^ l * (1 - u ^ 2) ^ l := by
      rw [← mul_pow]; simp
    rw [h, Complex.ofReal_mul, Complex.ofReal_pow, Complex.ofReal_neg, Complex.ofReal_one,
      mul_assoc]
  have hs : (-(Complex.I * x)) ^ l * (-1) ^ l = (Complex.I * x) ^ l := by
    rw [← mul_pow, mul_neg_one, neg_neg]
  unfold partialWave
  simp only [hP]
  rw [intervalIntegral.integral_const_mul, step l le_rfl]
  simp only [hW]
  rw [intervalIntegral.integral_const_mul, ← hs]
  ring
```

## The spherical Bessel kernel

Split the exponential as $e^{ixu}=\cos(xu)+i\sin(xu)$. The function $(1-u^2)^l\sin(xu)$ is odd in $u$, so its integral over $[-1,1]$ is zero. What remains is

$$\frac{(ix)^l}{2^l\,l!}\,I_l(x)=2\,i^l\,\frac{x^l}{2^{l+1}\,l!}\,I_l(x)=2\,i^l j_l(x).$$

The factor is therefore real for even $l$ and purely imaginary for odd $l$. In Lean, `hodd` obtains the vanishing sine integral from the substitution $u\to-u$, and `hsplit` is Euler's formula.

```lean
/-- The partial-wave factor is `2 i^l j_l(x)`. -/
theorem partialWave_eq_sphBessel (l : ℕ) (x : ℝ) :
    partialWave l x = 2 * Complex.I ^ l * (sphBessel l x : ℂ) := by
  -- the sine part is odd in u
  have hodd : ∫ u in (-1 : ℝ)..1, (1 - u ^ 2) ^ l * Real.sin (x * u) = 0 := by
    have h := intervalIntegral.integral_comp_neg (a := (-1 : ℝ)) (b := 1)
      (fun u : ℝ => (1 - u ^ 2) ^ l * Real.sin (x * u))
    simp only [neg_sq, mul_neg, Real.sin_neg, intervalIntegral.integral_neg, neg_neg] at h
    linarith
  have hsplit : ∀ u : ℝ, (((1 - u ^ 2) ^ l : ℝ) : ℂ) * planeWave x u =
      (((1 - u ^ 2) ^ l * Real.cos (x * u) : ℝ) : ℂ)
        + Complex.I * (((1 - u ^ 2) ^ l * Real.sin (x * u) : ℝ) : ℂ) := by
    intro u
    rw [planeWave, show Complex.I * x * u = ((x * u : ℝ) : ℂ) * Complex.I by
      push_cast; ring, Complex.exp_mul_I]
    push_cast
    ring
  have hc : IntervalIntegrable (fun u : ℝ =>
      (((1 - u ^ 2) ^ l * Real.cos (x * u) : ℝ) : ℂ)) volume (-1) 1 :=
    Continuous.intervalIntegrable (by fun_prop) _ _
  have hs : IntervalIntegrable (fun u : ℝ =>
      Complex.I * (((1 - u ^ 2) ^ l * Real.sin (x * u) : ℝ) : ℂ)) volume (-1) 1 :=
    Continuous.intervalIntegrable (by fun_prop) _ _
  rw [partialWave_eq]
  simp only [hsplit]
  rw [intervalIntegral.integral_add hc hs, intervalIntegral.integral_const_mul,
    intervalIntegral.integral_ofReal, intervalIntegral.integral_ofReal, hodd, sphBessel,
    ← poissonIntegral]
  push_cast
  ring
```

## Closed forms for $l=0$ and $l=1$

Two elementary cases compare the Poisson definition with the familiar functions. For $l=0$, the derivative of $\sin(xu)$ with respect to $u$ is $x\cos(xu)$, so $x\,I_0(x)=2\sin x$. Since $j_0=I_0/2$, this gives $x\,j_0(x)=\sin x$.

```lean
/-- The function `j_0` satisfies `x j_0(x) = sin x`. -/
theorem sphBessel_zero (x : ℝ) : x * sphBessel 0 x = Real.sin x := by
  have hd : ∀ u ∈ Set.uIcc (-1 : ℝ) 1,
      HasDerivAt (fun v => Real.sin (x * v)) (x * ((1 - u ^ 2) ^ 0 * Real.cos (x * u))) u :=
    fun u _ => ((hasDerivAt_id' u).const_mul x).sin.congr_deriv (by ring)
  have key := intervalIntegral.integral_eq_sub_of_hasDerivAt hd
    (Continuous.intervalIntegrable (by fun_prop) _ _)
  rw [intervalIntegral.integral_const_mul, ← poissonIntegral] at key
  simp only [mul_one, mul_neg, Real.sin_neg] at key
  simp only [sphBessel, pow_zero, Nat.factorial_zero, Nat.cast_one]
  linear_combination key / 2
```

For $l=1$, an antiderivative of $x^3(1-u^2)\cos(xu)$ is

$$F(u)=\left[x^2(1-u^2)+2\right]\sin(xu)-2xu\cos(xu).$$

Indeed, differentiating produces the terms $-2x^2u\sin(xu)$ and $+2x^2u\sin(xu)$, which cancel, and the terms $+2x\cos(xu)$ and $-2x\cos(xu)$, which cancel too. Then

$$x^3 I_1(x)=F(1)-F(-1)=4(\sin x-x\cos x),$$

and $j_1=x\,I_1/4$ gives $x^2 j_1(x)=\sin x-x\cos x$.

```lean
/-- The function `j_1` satisfies `x² j_1(x) = sin x - x cos x`. -/
theorem sphBessel_one (x : ℝ) :
    x ^ 2 * sphBessel 1 x = Real.sin x - x * Real.cos x := by
  have hd : ∀ u ∈ Set.uIcc (-1 : ℝ) 1, HasDerivAt
      (fun v => (x ^ 2 * (1 - v ^ 2) + 2) * Real.sin (x * v) - 2 * x * v * Real.cos (x * v))
      (x ^ 3 * ((1 - u ^ 2) ^ 1 * Real.cos (x * u))) u := by
    intro u _
    have hx := (hasDerivAt_id' u).const_mul x
    have hw := ((((hasDerivAt_pow 2 u).const_sub 1).const_mul (x ^ 2)).add_const 2)
    refine ((hw.fun_mul hx.sin).fun_sub
      (((hasDerivAt_id' u).const_mul (2 * x)).fun_mul hx.cos)).congr_deriv ?_
    norm_num
    ring
  have key := intervalIntegral.integral_eq_sub_of_hasDerivAt hd
    (Continuous.intervalIntegrable (by fun_prop) _ _)
  rw [intervalIntegral.integral_const_mul, ← poissonIntegral] at key
  simp only [mul_one, mul_neg, Real.sin_neg, Real.cos_neg] at key
  simp only [sphBessel, Nat.factorial_one, Nat.cast_one]
  linear_combination key / 4

end

end LegendrePlaneWave
```

For $x\neq0$ these two equations fix $j_0$ and $j_1$ as the usual spherical Bessel functions; at $x=0$ they read $0=0$, and the values come from the definition. For $l\ge2$ the name `sphBessel` rests on the Poisson integral alone, with no recurrence or differential equation established.

```lean
#print axioms LegendrePlaneWave.integral_derivative_planeWave
#print axioms LegendrePlaneWave.partialWave_eq_sphBessel
#print axioms LegendrePlaneWave.sphBessel_zero
#print axioms LegendrePlaneWave.sphBessel_one
```

```
'LegendrePlaneWave.integral_derivative_planeWave' depends on axioms: [propext, Classical.choice, Quot.sound]
'LegendrePlaneWave.partialWave_eq_sphBessel' depends on axioms: [propext, Classical.choice, Quot.sound]
'LegendrePlaneWave.sphBessel_zero' depends on axioms: [propext, Classical.choice, Quot.sound]
'LegendrePlaneWave.sphBessel_one' depends on axioms: [propext, Classical.choice, Quot.sound]
```
